# Optimal rescaling of a positive s-Gaussian contraction with kinetic energy $T$ and nuclear attraction $-V$ gains exactly $(2T-V)^2/(4T)$

Take one electron in the field of a nucleus, described by a contraction of s-type Gaussians on that nucleus with positive coefficients. If its mean kinetic energy is $T$ and its mean attraction energy is $-V$, then the most energy I can gain by multiplying all exponents by a common factor is $(2T-V)^2/(4T)$. A single calculation would then tell me how much I lose by not rescaling, and its error could not be smaller than that. I can see the parabola behind this, but I would like the whole argument made rigorous and machine-checked, starting from the Gaussian integrals and not from an assumed scaling law. Can this be done in Lean?

## The gain is attained at the scale $V/(2T)$

Yes. Multiply every exponent by $s^2$ with $s>0$. The energy becomes $E(s)=s^2T-sV$, which is lowest at $s=V/(2T)$, and the gain $E(1)-E(s)$ has the greatest value $(2T-V)^2/(4T)$. The Lean file below proves this for any non-empty finite contraction with positive coefficients and exponents and a positive nuclear charge, starting from the closed forms of the integrals.

For a one-electron atom in a basis of s functions, this turns a deviation of the virial ratio $V/T$ from 2 into an energy that can be compared with other basis-set errors. The diagnosis works in one direction only. A contraction with $2T=V$ has nothing to gain from rescaling, but it may still be poor in other respects.

### From Gaussian integrals to $s^2T-sV$

The trial function is $\phi(r)=\sum_i c_i e^{-a_i r^2}$, with coefficients $c_i$ and exponents $a_i$, and the nucleus has charge $Z$. In atomic units, the overlap, kinetic and attraction integrals of the unnormalised Gaussians $i$ and $j$ are

$$S_{ij}=\left(\frac{\pi}{a_i+a_j}\right)^{3/2},\qquad K_{ij}=\frac{3a_ia_j}{a_i+a_j}\,S_{ij},\qquad A_{ij}=Z\,\frac{2\pi}{a_i+a_j}.$$

The Gaussians are not normalised, so the mean values carry the norm in the denominator:

$$T=\frac{\sum_{ij}c_ic_jK_{ij}}{\sum_{ij}c_ic_jS_{ij}},\qquad V=\frac{\sum_{ij}c_ic_jA_{ij}}{\sum_{ij}c_ic_jS_{ij}}.$$

The energy is $T-V$.

Now replace each $a_i$ by $s^2a_i$ and keep the $c_i$. This turns $\phi(r)$ into $\phi(sr)$. The sum $a_i+a_j$ acquires a factor $s^2$, so $S_{ij}$ acquires $(s^{-2})^{3/2}=s^{-3}$ and $A_{ij}$ acquires $s^{-2}$. The prefactor $3a_ia_j/(a_i+a_j)$ acquires $s^4/s^2=s^2$, so $K_{ij}$ acquires $s^2\cdot s^{-3}=s^{-1}$.

These factors are the same for all pairs and come out of the double sums. The mean kinetic energy is therefore multiplied by $s^{-1}/s^{-3}=s^2$ and the mean attraction by $s^{-2}/s^{-3}=s$, which gives

$$E(s)=s^2T-sV.$$

With positive $c_i$, $a_i$ and $Z$, every term in the three double sums is positive, so $T>0$ and $V>0$.

### Completing the square

At $s=V/(2T)$ the energy is

$$E\!\left(\frac{V}{2T}\right)=\frac{V^2}{4T}-\frac{V^2}{2T}=-\frac{V^2}{4T}.$$

Subtracting this from $E(s)$ leaves a square:

$$E(s)-E\!\left(\frac{V}{2T}\right)=s^2T-sV+\frac{V^2}{4T}=T\left(s-\frac{V}{2T}\right)^2.$$

Since $T>0$, the right-hand side is never negative and vanishes only at $s=V/(2T)$, so the minimum is unique. Since $V>0$, this scale is positive and hence allowed. Setting $s=1$ gives the gain:

$$E(1)-E\!\left(\frac{V}{2T}\right)=T\left(\frac{2T-V}{2T}\right)^2=\frac{(2T-V)^2}{4T}.$$

Finally, let $E_0$ be a number that lies at or below $E(s)$ for every $s>0$. Then it lies at or below the minimum, and

$$E(1)-E_0\ \ge\ \frac{(2T-V)^2}{4T}.$$

### The gain as the greatest element of a set

The main theorem is `virial_diagnosis`. Its set contains every number `g` that equals `energy Z c a - energy Z c (fun i => s ^ 2 * a i)` for some `s` with `0 < s`. These are the energy gains of all uniform rescalings, with a negative `g` where the rescaling makes matters worse. `IsGreatest` says that $(2T-V)^2/(4T)$ belongs to this set and that no element exceeds it. The bound is thus reached by an actual rescaled contraction.

The Lean objects correspond to the physics as follows.

- `ι` is the finite index set of the primitives, and `[Nonempty ι]` requires at least one. The functions `c` and `a` give the coefficients and exponents.
- `overlap`, `kinetic` and `attraction Z` are $S_{ij}$, $K_{ij}$ and $A_{ij}$ as functions of two exponents. The power $3/2$ is written as a number times its square root.
- `form M c a` is the double sum $\sum_{ij}c_ic_jM(a_i,a_j)$.
- `meanKinetic c a` is $T$ and `meanAttraction Z c a` is $V$, both divided by the norm. `attraction` is a magnitude, and the minus sign enters in `energy`.
- `scaledEnergy T V s` is $E(s)$.

The coefficients multiply unnormalised Gaussians. If a basis set lists coefficients $d_i$ for normalised primitives, then $c_i=d_i(2a_i/\pi)^{3/4}$, which has the same sign as $d_i$.

In `error_lower_bound`, the number `E₀` is subject to the hypothesis `hE`, that it lies at or below the energy of every rescaled contraction. Physically this is the variational principle: the exact ground-state energy of the one-electron atom is such a number. The theorem assumes the inequality and does not derive it from the Schrödinger equation.

The closed forms of the integrals enter as definitions, so the integration over space is not part of the file. The model has one non-relativistic electron, a fixed point nucleus and s functions on a common centre. Contractions with coefficients of mixed sign, such as those with a radial node, do not meet the hypothesis `hc`. The formula for the gain holds for them too, because $T$ and $V$ are positive for every $\phi$ that is not identically zero, but the file does not prove this.

```lean
import Mathlib

open Real

namespace VirialBasisDiagnosis

noncomputable section

/-- Energy at scale `s` of a trial function with kinetic energy `T` and
Coulomb attraction energy `-V`. -/
def scaledEnergy (T V s : ℝ) : ℝ := s ^ 2 * T - s * V

/-- Overlap integral of two unnormalised s-type Gaussians with exponents `a` and `b`
on a common centre. -/
def overlap (a b : ℝ) : ℝ := π / (a + b) * √(π / (a + b))

/-- Kinetic energy integral of two s-type Gaussians, in atomic units. -/
def kinetic (a b : ℝ) : ℝ := 3 * a * b / (a + b) * overlap a b

/-- Magnitude of the attraction integral of two s-type Gaussians with a nucleus of
charge `Z` at their centre, in atomic units. -/
def attraction (Z a b : ℝ) : ℝ := Z * (2 * π / (a + b))

variable {ι : Type*} [Fintype ι]

/-- Quadratic form of the integrals `M` in a contraction with coefficients `c` and
exponents `a`. -/
def form (M : ℝ → ℝ → ℝ) (c a : ι → ℝ) : ℝ :=
  ∑ i, ∑ j, c i * c j * M (a i) (a j)

/-- Mean kinetic energy `T` of the contraction. -/
def meanKinetic (c a : ι → ℝ) : ℝ := form kinetic c a / form overlap c a

/-- Magnitude `V` of the mean nuclear attraction energy of the contraction. -/
def meanAttraction (Z : ℝ) (c a : ι → ℝ) : ℝ :=
  form (attraction Z) c a / form overlap c a

/-- Energy of one electron described by the contraction in the field of the nucleus. -/
def energy (Z : ℝ) (c a : ι → ℝ) : ℝ := meanKinetic c a - meanAttraction Z c a

/-- The energy excess over the value at scale `V/(2T)` is quadratic in the scale error,
with curvature set by the kinetic energy. -/
theorem energy_excess {T : ℝ} (V s : ℝ) (hT : T ≠ 0) :
    scaledEnergy T V s - scaledEnergy T V (V / (2 * T)) = T * (s - V / (2 * T)) ^ 2 := by
  unfold scaledEnergy
  field_simp
  ring

/-- The greatest energy lowering that rescaling can bring is `(2T - V)²/(4T)`. -/
theorem rescaling_gain {T V : ℝ} (hT : 0 < T) (hV : 0 < V) :
    IsGreatest {g | ∃ s : ℝ, 0 < s ∧ g = scaledEnergy T V 1 - scaledEnergy T V s}
      ((2 * T - V) ^ 2 / (4 * T)) := by
  -- the gain at the optimal scale is the excess of the unscaled function
  have key : (2 * T - V) ^ 2 / (4 * T)
      = scaledEnergy T V 1 - scaledEnergy T V (V / (2 * T)) := by
    rw [energy_excess V 1 hT.ne']
    field_simp
    try ring
  refine ⟨⟨V / (2 * T), by positivity, key⟩, ?_⟩
  rintro g ⟨s, _, rfl⟩
  have h := energy_excess V s hT.ne'
  have h0 : 0 ≤ T * (s - V / (2 * T)) ^ 2 := by positivity
  linarith

/-- Multiplying both exponents by `s²` divides the overlap integral by `s³`. -/
theorem overlap_scale {s : ℝ} (hs : 0 < s) (a b : ℝ) :
    overlap (s ^ 2 * a) (s ^ 2 * b) = 1 / s ^ 3 * overlap a b := by
  have h : π / (s ^ 2 * a + s ^ 2 * b) = π / (a + b) / s ^ 2 := by
    rw [← mul_add, mul_comm, div_mul_eq_div_div]
  unfold overlap
  rw [h, Real.sqrt_div' _ (sq_nonneg s), Real.sqrt_sq hs.le]
  generalize √(π / (a + b)) = r
  generalize π / (a + b) = q
  field_simp

/-- Multiplying both exponents by `s²` divides the kinetic integral by `s`. -/
theorem kinetic_scale {s : ℝ} (hs : 0 < s) (a b : ℝ) :
    kinetic (s ^ 2 * a) (s ^ 2 * b) = 1 / s * kinetic a b := by
  have h : 3 * (s ^ 2 * a) * (s ^ 2 * b) / (s ^ 2 * a + s ^ 2 * b)
      = s ^ 2 * (3 * a * b / (a + b)) := by
    rw [← mul_add, show 3 * (s ^ 2 * a) * (s ^ 2 * b) = s ^ 2 * (s ^ 2 * (3 * a * b)) by ring,
      mul_div_mul_left _ _ (pow_ne_zero 2 hs.ne'), mul_div_assoc]
  unfold kinetic
  rw [h, overlap_scale hs]
  generalize 3 * a * b / (a + b) = q
  generalize overlap a b = r
  field_simp

/-- A common scale factor of all integrals is a factor of the quadratic form. -/
theorem form_scale {M : ℝ → ℝ → ℝ} {s k : ℝ}
    (h : ∀ x y, M (s ^ 2 * x) (s ^ 2 * y) = k * M x y) (c a : ι → ℝ) :
    form M c (fun i => s ^ 2 * a i) = k * form M c a := by
  simp only [form, h, Finset.mul_sum]
  refine Finset.sum_congr rfl fun i _ => Finset.sum_congr rfl fun j _ => ?_
  ring

/-- Multiplying all exponents of a contraction by `s²` turns its energy `T - V` into
`s² T - s V`. -/
theorem energy_scale (Z : ℝ) (c a : ι → ℝ) {s : ℝ} (hs : 0 < s) :
    energy Z c (fun i => s ^ 2 * a i)
      = scaledEnergy (meanKinetic c a) (meanAttraction Z c a) s := by
  have hA : ∀ x y, attraction Z (s ^ 2 * x) (s ^ 2 * y) = 1 / s ^ 2 * attraction Z x y := by
    intro x y
    unfold attraction
    rw [← mul_add, mul_comm (s ^ 2) (x + y), div_mul_eq_div_div]
    ring
  have e1 : 1 / s / (1 / s ^ 3) = s ^ 2 := by field_simp
  have e2 : 1 / s ^ 2 / (1 / s ^ 3) = s := by field_simp
  -- the norm scales too, which leaves the factors s² and s
  unfold energy scaledEnergy meanKinetic meanAttraction
  rw [form_scale (kinetic_scale hs), form_scale hA, form_scale (overlap_scale hs),
    mul_div_mul_comm, mul_div_mul_comm, e1, e2]

/-- Positive integrals have a positive quadratic form in a contraction with positive
coefficients and exponents. -/
theorem form_pos [Nonempty ι] {M : ℝ → ℝ → ℝ} (hM : ∀ x y, 0 < x → 0 < y → 0 < M x y)
    {c a : ι → ℝ} (hc : ∀ i, 0 < c i) (ha : ∀ i, 0 < a i) : 0 < form M c a :=
  Finset.sum_pos (fun i _ => Finset.sum_pos
    (fun j _ => mul_pos (mul_pos (hc i) (hc j)) (hM _ _ (ha i) (ha j)))
    Finset.univ_nonempty) Finset.univ_nonempty

/-- Virial diagnosis of a Gaussian contraction: the greatest energy lowering obtainable by
multiplying all exponents by a common factor `s²` is `(2T - V)²/(4T)`, with `T` and `V`
taken from the unscaled contraction. -/
theorem virial_diagnosis [Nonempty ι] {Z : ℝ} (hZ : 0 < Z) {c a : ι → ℝ}
    (hc : ∀ i, 0 < c i) (ha : ∀ i, 0 < a i) :
    IsGreatest {g | ∃ s : ℝ, 0 < s ∧ g = energy Z c a - energy Z c (fun i => s ^ 2 * a i)}
      ((2 * meanKinetic c a - meanAttraction Z c a) ^ 2 / (4 * meanKinetic c a)) := by
  have hO : ∀ x y, 0 < x → 0 < y → 0 < overlap x y := by
    intro x y hx hy
    unfold overlap
    positivity
  have hK : ∀ x y, 0 < x → 0 < y → 0 < kinetic x y := by
    intro x y hx hy
    have h := hO x y hx hy
    unfold kinetic
    positivity
  have hA : ∀ x y, 0 < x → 0 < y → 0 < attraction Z x y := by
    intro x y hx hy
    unfold attraction
    positivity
  have hT : 0 < meanKinetic c a := div_pos (form_pos hK hc ha) (form_pos hO hc ha)
  have hV : 0 < meanAttraction Z c a := div_pos (form_pos hA hc ha) (form_pos hO hc ha)
  have h1 : energy Z c a = scaledEnergy (meanKinetic c a) (meanAttraction Z c a) 1 := by
    unfold energy scaledEnergy
    ring
  -- transfer the result for the scaled energy to the contraction
  obtain ⟨⟨s, hs, e⟩, ub⟩ := rescaling_gain hT hV
  refine ⟨⟨s, hs, ?_⟩, ?_⟩
  · rw [h1, energy_scale Z c a hs]
    exact e
  · rintro g ⟨t, ht, rfl⟩
    rw [h1, energy_scale Z c a ht]
    exact ub ⟨t, ht, rfl⟩

/-- If `E₀` lies at or below the energies of all rescaled contractions, the unscaled
contraction lies above `E₀` by at least `(2T - V)²/(4T)`. -/
theorem error_lower_bound [Nonempty ι] {Z E₀ : ℝ} (hZ : 0 < Z) {c a : ι → ℝ}
    (hc : ∀ i, 0 < c i) (ha : ∀ i, 0 < a i)
    (hE : ∀ s : ℝ, 0 < s → E₀ ≤ energy Z c (fun i => s ^ 2 * a i)) :
    (2 * meanKinetic c a - meanAttraction Z c a) ^ 2 / (4 * meanKinetic c a)
      ≤ energy Z c a - E₀ := by
  obtain ⟨s, hs, e⟩ := (virial_diagnosis hZ hc ha).1
  rw [e]
  linarith [hE s hs]

end

end VirialBasisDiagnosis
```

```lean
#print axioms VirialBasisDiagnosis.energy_scale
#print axioms VirialBasisDiagnosis.error_lower_bound
```

```
'VirialBasisDiagnosis.energy_scale' depends on axioms: [propext, Classical.choice, Quot.sound]
'VirialBasisDiagnosis.error_lower_bound' depends on axioms: [propext, Classical.choice, Quot.sound]
```

### From the parabola to the contraction in Lean

`energy_excess` is the completed square. It needs only `T ≠ 0`: `field_simp` clears the denominators and `ring` compares the polynomials that remain.

`rescaling_gain` proves the result for the bare parabola. The step `key` applies `energy_excess` at $s=1$ and so identifies $(2T-V)^2/(4T)$ with the gain at the optimal scale. That scale, `V / (2 * T)`, is then offered as the witness for membership in the set, and `positivity` confirms that it is positive. For the upper bound, an arbitrary scale `s` is taken. Its gain falls short of the claimed maximum by $T(s-V/(2T))^2$, which is not negative, and `linarith` combines the two facts.

The next lemmas carry out the scaling of the integrals:

- `overlap_scale` gives the factor $s^{-3}$. It first shows that $\pi/(a+b)$ is divided by $s^2$, and then takes the root of $s^2$ as $s$, which uses $s>0$. The `generalize` lines replace the remaining expressions in $a$ and $b$ by single letters, so that `field_simp` has only powers of $s$ to deal with.
- `kinetic_scale` gives the factor $s^{-1}$. It extracts $s^2$ from the prefactor and uses `overlap_scale` for the rest.
- `form_scale` moves a common factor `k` out of the double sum, for any table of integrals `M` that scales in this way.

`energy_scale` puts these together. Its local step `hA` is the factor $s^{-2}$ of the attraction integral. After three uses of `form_scale`, each mean value is a quotient of two products, and `mul_div_mul_comm` separates the scale factors from the unscaled mean value. The steps `e1` and `e2` are the divisions $s^{-1}/s^{-3}=s^2$ and $s^{-2}/s^{-3}=s$ of the derivation by hand.

`form_pos` states that a double sum of positive terms is positive. This is where the signs of the coefficients and the non-empty index set are used.

`virial_diagnosis` first shows that the three integrals are positive (`hO`, `hK`, `hA`) and concludes that $T>0$ and $V>0$ (`hT`, `hV`). The step `h1` writes the unscaled energy as $E(1)$. The proof then takes `rescaling_gain` apart into its optimal scale and its upper bound, and carries each over to the contraction by rewriting with `h1` and `energy_scale`.

`error_lower_bound` takes the optimal scale from the first half of `virial_diagnosis`, applies `hE` at that scale, and finishes with `linarith`.

### The same parabola for an atom with several electrons

For an atom with $N$ electrons and a nucleus fixed at the origin, replace the trial function $\Psi(\mathbf r_1,\dots,\mathbf r_N)$ by $\Psi(s\mathbf r_1,\dots,s\mathbf r_N)$. The mean kinetic energy is again multiplied by $s^2$. Every Coulomb term, the electron repulsion included, is multiplied by $s$. If $-V$ now denotes the whole mean potential energy and $V>0$, the energy is once more $s^2T-sV$, and completing the square gives the same greatest gain, $(2T-V)^2/(4T)$. The scaling law for $N$ electrons is argued here by hand; `rescaling_gain` covers the step from the parabola to the gain.
